# An invertible Hermitian pairing matrix between time-reversed orbitals allows a Bogoliubov–de Gennes zero mode for some time-reversal-symmetric normal state exactly when it is indefinite

Take two sites with pairing \(\Delta>0\) on the first and \(-\Delta\) on the second, joined by a real hopping \(\Delta\):

\[
D=\begin{pmatrix}\Delta&0\\0&-\Delta\end{pmatrix},\qquad
h=\begin{pmatrix}0&\Delta\\\Delta&0\end{pmatrix},\qquad
H(h)=\begin{pmatrix}h&D\\D&-h\end{pmatrix}.
\]

Put the particle part \(u=(1,0)/\sqrt2\) on the first site and the hole part \(v=(0,1)/\sqrt2\) on the second. Then \(hu+Dv=0\) and \(Du-hv=0\), so \((u,v)\) has zero energy, although both eigenvalues of \(D\) have magnitude \(\Delta\). A single site with real pairing \(d\) and potential \(\varepsilon\) cannot do this: its levels are \(\pm\sqrt{\varepsilon^2+d^2}\), never closer to zero than \(|d|\).

For an invertible Hermitian \(D\) on \(n\) sites or orbitals, the sign structure of \(D\) decides between these two behaviours. Within mean-field models of this form, with a fixed finite pairing matrix and non-interacting quasiparticles, this tells which superconductors can lose their spectral gap through a time-reversal-symmetric change of the normal state. A Zeeman field, which can close the gap even for pairing of one sign, is outside the model.

## Levels collected over all normal states

In Lean 4 with Mathlib:

```lean
import Mathlib

open Matrix
open scoped ComplexOrder

namespace PairingGapDisorder

noncomputable section

variable {n : Type*} [Fintype n] [DecidableEq n]
```

The index type `n` labels the sites or orbitals. The lower block is \(-h\). In the basis \((c_\uparrow,c_\downarrow^\dagger)\) this means \(h_\downarrow=\overline{h_\uparrow}\), so the two spin species are time-reversal partners.

```lean
/-- The Bogoliubov-de Gennes matrix with normal-state Hamiltonian `h` and pairing `D`. -/
def bdg (h D : Matrix n n ℂ) : Matrix (n ⊕ n) (n ⊕ n) ℂ := fromBlocks h D D (-h)
```

A level is a real \(E\) with a nonzero eigenvector. Nothing is lost by this, since \(H(h)\) is Hermitian when \(h\) and \(D\) are.

```lean
/-- The absolute values of the real eigenvalues of a matrix. -/
def absLevels {m : Type*} [Fintype m] (A : Matrix m m ℂ) : Set ℝ :=
  {r | ∃ E : ℝ, ∃ ψ : m → ℂ, ψ ≠ 0 ∧ A *ᵥ ψ = (E : ℂ) • ψ ∧ r = |E|}
```

Now let \(h\) run over every Hermitian matrix, hopping and potentials alike and of any strength, while \(D\) stays fixed and is not recomputed self-consistently.

```lean
/-- The absolute energies of all Bogoliubov-de Gennes levels with pairing `D`, collected over
all Hermitian normal-state Hamiltonians `h`. -/
def disorderLevels (D : Matrix n n ℂ) : Set ℝ :=
  {r | ∃ h : Matrix n n ℂ, h.IsHermitian ∧ r ∈ absLevels (bdg h D)}
```

Write \(q_D(x)=\mathrm{Re}\,x^\dagger Dx\) for the pairing expectation value; for Hermitian \(D\) the real part removes nothing.

```lean
/-- The real part of the expectation value `x† D x`. -/
def form (D : Matrix n n ℂ) (x : n → ℂ) : ℝ := (star x ⬝ᵥ D *ᵥ x).re
```

The squared norm is \(\|x\|^2=\sum_i|x_i|^2\).

```lean
/-- The squared norm of a state. -/
def weight (x : n → ℂ) : ℝ := ∑ i, Complex.normSq (x i)
```

The pairing is sign-changing if \(q_D\) takes both signs. For Hermitian \(D\) this means that it has a positive and a negative eigenvalue, whatever the basis.

```lean
/-- The real part of the pairing expectation value is positive in one state and negative in another.
-/
def SignChanging (D : Matrix n n ℂ) : Prop := (∃ x, 0 < form D x) ∧ ∃ y, form D y < 0
```

## The normal state drops out of one identity

Three elementary facts come first. The squared norm equals \(x^\dagger x\) and vanishes only at \(x=0\).

```lean
omit [DecidableEq n] in
/-- The squared norm is `x† x`, is nonnegative, and vanishes only for the zero vector. -/
theorem weight_spec (x : n → ℂ) :
    star x ⬝ᵥ x = (weight x : ℂ) ∧ 0 ≤ weight x ∧ (weight x = 0 → x = 0) := by
  refine ⟨?_, Finset.sum_nonneg fun i _ => Complex.normSq_nonneg _, fun h => ?_⟩
  · rw [weight, Complex.ofReal_sum]
    exact Finset.sum_congr rfl fun i _ => Complex.normSq_eq_conj_mul_self.symm
  · funext i
    exact Complex.normSq_eq_zero.mp ((Finset.sum_eq_zero_iff_of_nonneg
      fun i _ => Complex.normSq_nonneg _).mp h i (Finset.mem_univ i))
```

For Hermitian \(h\), \(v^\dagger hu=\overline{u^\dagger hv}\).

```lean
omit [DecidableEq n] in
/-- Exchanging the two states in a matrix element of a Hermitian matrix conjugates it. -/
theorem hermitian_swap {h : Matrix n n ℂ} (hh : h.IsHermitian) (u v : n → ℂ) :
    star v ⬝ᵥ h *ᵥ u = star (star u ⬝ᵥ h *ᵥ v) := by
  rw [Matrix.star_dotProduct, star_mulVec, hh.eq, ← dotProduct_mulVec]
```

The matrix acts as \(H(h)(u,v)=(hu+Dv,\;Du-hv)\).

```lean
omit [DecidableEq n] in
/-- Action of the Bogoliubov-de Gennes matrix on particle and hole components. -/
theorem bdg_mulVec (h D : Matrix n n ℂ) (u v : n → ℂ) :
    bdg h D *ᵥ Sum.elim u v = Sum.elim (h *ᵥ u + D *ᵥ v) (D *ᵥ u - h *ᵥ v) := by
  simp [bdg, fromBlocks_mulVec, neg_mulVec, sub_eq_add_neg]
```

For a level, \(hu+Dv=Eu\) and \(Du-hv=Ev\). Contract the first equation with \(v^\dagger\) and the second with \(u^\dagger\):

\[
v^\dagger hu+v^\dagger Dv=E\,v^\dagger u,\qquad
u^\dagger Du-u^\dagger hv=E\,u^\dagger v .
\]

In the real part of the sum the \(h\) terms cancel, which leaves

\[
q_D(u)+q_D(v)=2E\,\mathrm{Re}\,v^\dagger u .
\]

Since \(\|u\pm v\|^2\ge0\), we have \(|2\,\mathrm{Re}\,v^\dagger u|\le\|u\|^2+\|v\|^2\), and therefore

\[
|q_D(u)+q_D(v)|\le|E|\,(\|u\|^2+\|v\|^2).
\]

In the code, `e1` and `e2` are the contracted equations, `key` is the identity, and `hp` and `hm` are the two norm inequalities.

```lean
omit [DecidableEq n] in
/-- For Hermitian `h`, the real parts of the pairing expectation values of the two components of a
level have a sum whose absolute value is at most its absolute energy times its squared norm. -/
theorem pairing_le_energy {h D : Matrix n n ℂ} (hh : h.IsHermitian) {u v : n → ℂ} {E : ℝ}
    (hE : bdg h D *ᵥ Sum.elim u v = (E : ℂ) • Sum.elim u v) :
    |form D u + form D v| ≤ |E| * (weight u + weight v) := by
  rw [bdg_mulVec] at hE
  have h1 : h *ᵥ u + D *ᵥ v = (E : ℂ) • u := funext fun i => congrFun hE (Sum.inl i)
  have h2 : D *ᵥ u - h *ᵥ v = (E : ℂ) • v := funext fun i => congrFun hE (Sum.inr i)
  -- contract each equation with the other component
  have e1 := congrArg (fun z => (star v ⬝ᵥ z).re) h1
  have e2 := congrArg (fun z => (star u ⬝ᵥ z).re) h2
  simp only [dotProduct_add, dotProduct_sub, dotProduct_smul, smul_eq_mul, Complex.add_re,
    Complex.sub_re, Complex.re_ofReal_mul] at e1 e2
  have hs : (star v ⬝ᵥ h *ᵥ u).re = (star u ⬝ᵥ h *ᵥ v).re := by
    rw [hermitian_swap hh]; exact Complex.conj_re _
  have ho : (star u ⬝ᵥ v).re = (star v ⬝ᵥ u).re := by
    rw [Matrix.star_dotProduct]; exact Complex.conj_re _
  have key : form D u + form D v = E * (2 * (star v ⬝ᵥ u).re) := by
    unfold form
    rw [ho] at e2
    linarith
  have w (x : n → ℂ) : weight x = (star x ⬝ᵥ x).re := by
    rw [(weight_spec x).1, Complex.ofReal_re]
  have hp := (weight_spec (u + v)).2.1
  have hm := (weight_spec (u - v)).2.1
  simp only [w, star_add, star_sub, add_dotProduct, sub_dotProduct, dotProduct_add,
    dotProduct_sub, Complex.add_re, Complex.sub_re] at hp hm
  rw [key, abs_mul, w u, w v]
  exact mul_le_mul_of_nonneg_left (abs_le.mpr ⟨by linarith, by linarith⟩) (abs_nonneg E)
```

## Pairing of one sign keeps its gap

Let \(q_D\ge0\), and let \(\delta\) be a lower bound on the absolute eigenvalues of \(D\). An eigenvalue \(\lambda\) of \(D\) is an expectation value in its normalised eigenvector, so \(\lambda\ge0\) and \(\lambda=|\lambda|\ge\delta\). Hence \(D-\delta\) has no negative eigenvalue, and \(q_D(x)\ge\delta\|x\|^2\) for every \(x\). The proof applies the spectral theorem to \(D-\delta\) directly.

```lean
/-- If a Hermitian pairing has no negative expectation value, a lower bound on its absolute
eigenvalues bounds its expectation value in every state, per squared norm. -/
theorem form_ge {D : Matrix n n ℂ} (hD : D.IsHermitian) (hp : ∀ x, 0 ≤ form D x) {δ : ℝ}
    (hδ : δ ∈ lowerBounds (absLevels D)) (x : n → ℂ) : δ * weight x ≤ form D x := by
  have hA : (D - (δ : ℂ) • (1 : Matrix n n ℂ)).IsHermitian := by
    refine hD.sub ?_
    rw [Matrix.IsHermitian, conjTranspose_smul, conjTranspose_one, Complex.star_def,
      Complex.conj_ofReal]
  -- every eigenvalue of D - δ is nonnegative
  have hpos := hA.posSemidef_iff_eigenvalues_nonneg.mpr (fun i => by
    have he := hA.mulVec_eigenvectorBasis i
    have h0 : (hA.eigenvectorBasis i).ofLp ≠ 0 := fun h0 =>
      hA.eigenvectorBasis.orthonormal.ne_zero i (by ext j; exact congrFun h0 j)
    generalize (hA.eigenvectorBasis i).ofLp = ψ at he h0
    have hE : D *ᵥ ψ = ((hA.eigenvalues i + δ : ℝ) : ℂ) • ψ := by
      rw [sub_mulVec, smul_mulVec, one_mulVec] at he
      ext j
      have hj := congrFun he j
      simp only [Pi.sub_apply, Pi.smul_apply, smul_eq_mul, Complex.real_smul] at hj ⊢
      push_cast
      linear_combination hj
    have hf := hp ψ
    rw [form, hE, dotProduct_smul, smul_eq_mul, Complex.re_ofReal_mul, (weight_spec ψ).1,
      Complex.ofReal_re] at hf
    have hw := lt_of_le_of_ne (weight_spec ψ).2.1 fun h => h0 ((weight_spec ψ).2.2 h.symm)
    have hb := hδ ⟨_, ψ, h0, hE, rfl⟩
    rw [abs_of_nonneg (nonneg_of_mul_nonneg_left hf hw)] at hb
    change (0 : ℝ) ≤ hA.eigenvalues i
    linarith)
  have h := (Complex.le_def.mp (hpos.dotProduct_mulVec_nonneg x)).1
  rw [sub_mulVec, smul_mulVec, one_mulVec, dotProduct_sub, dotProduct_smul, smul_eq_mul,
    Complex.sub_re, Complex.re_ofReal_mul, (weight_spec x).1, Complex.ofReal_re,
    Complex.zero_re] at h
  unfold form
  linarith
```

Adding this bound for \(u\) and \(v\) gives \(\delta(\|u\|^2+\|v\|^2)\le|E|(\|u\|^2+\|v\|^2)\), so \(|E|\ge\delta\). If \(q_D\le0\), the same argument runs with \(-D\).

The bound is attained at \(h=0\): if \(Du=Eu\) with \(\|u\|=1\), then \((u,u)/\sqrt2\) is an eigenvector of \(H(0)\) with the same \(E\).

`IsLeast S δ` says that `δ` belongs to `S` and bounds it from below, so the theorem gives a minimum and not only an infimum. For definite \(D\) this minimum is positive.

```lean
/-- If a Hermitian pairing is not sign-changing, the smallest absolute level energy over all
Hermitian normal-state Hamiltonians is the least absolute eigenvalue of the pairing. -/
theorem gap_of_not_signChanging {D : Matrix n n ℂ} (hD : D.IsHermitian)
    (hs : ¬ SignChanging D) {δ : ℝ} (hδ : IsLeast (absLevels D) δ) :
    IsLeast (disorderLevels D) δ := by
  constructor
  · -- the bound is attained without any normal-state term
    obtain ⟨E, u, h0, hE, rfl⟩ := hδ.1
    refine ⟨0, isHermitian_zero, E, Sum.elim u u,
      fun h => h0 (funext fun i => congrFun h (Sum.inl i)), ?_, rfl⟩
    rw [bdg_mulVec, hE]
    ext (i | i) <;> simp
  · rintro r ⟨h, hh, E, ψ, h0, hE, rfl⟩
    obtain ⟨u, v, rfl⟩ : ∃ u v, ψ = Sum.elim u v :=
      ⟨ψ ∘ Sum.inl, ψ ∘ Sum.inr, (Sum.elim_comp_inl_inr ψ).symm⟩
    have hW : 0 < weight u + weight v := by
      have hu := weight_spec u
      have hv := weight_spec v
      refine lt_of_le_of_ne (add_nonneg hu.2.1 hv.2.1) fun h => h0 ?_
      rw [hu.2.2 (by linarith [hu.2.1, hv.2.1]), hv.2.2 (by linarith [hu.2.1, hv.2.1])]
      ext (i | i) <;> rfl
    refine le_of_mul_le_mul_right (le_trans ?_ (pairing_le_energy hh hE)) hW
    by_cases hp : ∃ x, 0 < form D x
    · have hb := form_ge hD (fun x => not_lt.mp fun hx => hs ⟨hp, x, hx⟩) hδ.2
      linarith [hb u, hb v, le_abs_self (form D u + form D v)]
    · have hn (x : n → ℂ) : form (-D) x = -form D x := by simp [form, neg_mulVec]
      have hb := form_ge (δ := δ) hD.neg
        (fun x => by rw [hn]; linarith [not_lt.mp fun hx => hp ⟨x, hx⟩]) (by
          rintro r ⟨F, φ, hφ, hF, rfl⟩
          rw [neg_mulVec] at hF
          exact hδ.2 ⟨-F, φ, hφ, by rw [Complex.ofReal_neg, neg_smul, ← hF, neg_neg],
            (abs_neg F).symm⟩)
      have hu := hb u
      have hv := hb v
      rw [hn] at hu hv
      linarith [neg_le_abs (form D u + form D v)]
```

## Pairing of both signs has a nodal state

Call a nonzero vector \(u\) with \(q_D(u)=0\) a nodal state; it need not be an eigenvector of \(D\). Let \(q_D(x)>0>q_D(y)\). For real \(t\),

\[
q_D(x+ty)=q_D(y)\,t^2+2b\,t+q_D(x),\qquad b=\mathrm{Re}\,x^\dagger Dy .
\]

The quantity \(b^2-q_D(x)q_D(y)\) is positive, so \(t=\bigl(\sqrt{b^2-q_D(x)q_D(y)}-b\bigr)/q_D(y)\) is a real root. The vector \(u=x+ty\) is nonzero, because \(x=-ty\) would give \(q_D(x)=t^2q_D(y)\le0\).

```lean
omit [DecidableEq n] in
/-- A sign-changing Hermitian pairing has zero expectation value in some nonzero state. -/
theorem exists_nodal_state {D : Matrix n n ℂ} (hD : D.IsHermitian) (hs : SignChanging D) :
    ∃ u, u ≠ 0 ∧ form D u = 0 := by
  obtain ⟨⟨x, hx⟩, y, hy⟩ := hs
  -- a real root of the quadratic t ↦ form D (x + t y)
  obtain ⟨t, ht⟩ : ∃ t : ℝ,
      form D y * t ^ 2 + 2 * (star x ⬝ᵥ D *ᵥ y).re * t + form D x = 0 := by
    generalize (star x ⬝ᵥ D *ᵥ y).re = b
    have hq := Real.sq_sqrt (show 0 ≤ b ^ 2 - form D x * form D y by nlinarith [sq_nonneg b])
    generalize √(b ^ 2 - form D x * form D y) = s at hq
    refine ⟨(s - b) / form D y, mul_left_cancel₀ hy.ne ?_⟩
    have hc : form D y * ((s - b) / form D y) = s - b := mul_div_cancel₀ _ hy.ne
    generalize (s - b) / form D y = t at hc
    linear_combination (form D y * t + s - b + 2 * b) * hc + hq
  refine ⟨x + (t : ℂ) • y, fun h0 => ?_, ?_⟩
  · have hxy : x = ((-t : ℝ) : ℂ) • y := by
      rw [Complex.ofReal_neg, neg_smul]; exact eq_neg_of_add_eq_zero_left h0
    have hf : form D x = t ^ 2 * form D y := by
      rw [hxy]
      simp only [form, mulVec_smul, star_smul, smul_dotProduct, dotProduct_smul, smul_eq_mul,
        Complex.star_def, Complex.conj_ofReal, Complex.re_ofReal_mul]
      ring
    nlinarith [mul_nonneg (sq_nonneg t) (neg_nonneg.mpr hy.le)]
  · have hr : (star y ⬝ᵥ D *ᵥ x).re = (star x ⬝ᵥ D *ᵥ y).re := by
      rw [hermitian_swap hD]; exact Complex.conj_re _
    simp only [form, mulVec_add, mulVec_smul, star_add, star_smul, add_dotProduct,
      dotProduct_add, smul_dotProduct, dotProduct_smul, smul_eq_mul, Complex.star_def,
      Complex.conj_ofReal, Complex.add_re, Complex.re_ofReal_mul] at ht ⊢
    rw [hr]
    linarith
```

The nodal state becomes half of a zero mode. Set \(a=-iDu\), which is orthogonal to \(u\) because \(u^\dagger Du=0\), and choose

\[
h=\frac{a\,u^\dagger+u\,a^\dagger}{\|u\|^2}.
\]

This \(h\) is Hermitian and \(hu=a\). The vector \((u,iu)\), with \(\|u\|^2=1/2\) if normalised, then satisfies

\[
hu+iDu=0,\qquad Du-ihu=Du-Du=0 .
\]

In the code, `hex` builds \(h\) for any `a` orthogonal to `u`. No absolute energy is negative, so zero is the minimum.

```lean
omit [DecidableEq n] in
/-- For a sign-changing Hermitian pairing, the smallest absolute level energy over all
Hermitian normal-state Hamiltonians is zero, and it is attained. -/
theorem gap_of_signChanging {D : Matrix n n ℂ} (hD : D.IsHermitian) (hs : SignChanging D) :
    IsLeast (disorderLevels D) 0 := by
  refine ⟨?_, by rintro r ⟨h, hh, E, ψ, h0, hE, rfl⟩; exact abs_nonneg E⟩
  obtain ⟨u, hu, hf⟩ := exists_nodal_state hD hs
  have hz : star u ⬝ᵥ D *ᵥ u = 0 := by
    rw [← Complex.conj_eq_iff_re.mp (hermitian_swap hD u u).symm]
    exact congrArg Complex.ofReal hf
  have hW : (weight u : ℂ) ≠ 0 :=
    Complex.ofReal_ne_zero.mpr fun h => hu ((weight_spec u).2.2 h)
  -- a rank-two Hermitian matrix sends u to any orthogonal vector a
  have hex (a : n → ℂ) (ha : star u ⬝ᵥ a = 0) :
      ∃ h : Matrix n n ℂ, h.IsHermitian ∧ h *ᵥ u = a := by
    refine ⟨Matrix.of fun i j => (a i * star (u j) + u i * star (a j)) / (weight u : ℂ),
      ?_, ?_⟩
    · have hc : star (weight u : ℂ) = weight u := Complex.conj_ofReal _
      ext i j
      simp only [conjTranspose_apply, of_apply, star_div₀, star_add, star_mul', star_star, hc]
      ring
    · have ha' : star a ⬝ᵥ u = 0 := by rw [Matrix.star_dotProduct, ha, star_zero]
      ext i
      calc _ = (a i * (star u ⬝ᵥ u) + u i * (star a ⬝ᵥ u)) / (weight u : ℂ) := by
            simp only [mulVec, dotProduct, of_apply, Pi.star_apply]
            rw [Finset.mul_sum, Finset.mul_sum, ← Finset.sum_add_distrib, Finset.sum_div]
            exact Finset.sum_congr rfl fun j _ => by ring
        _ = a i := by rw [(weight_spec u).1, ha', mul_zero, add_zero, mul_div_cancel_right₀ _ hW]
  obtain ⟨h, hh, hhu⟩ := hex ((-Complex.I) • (D *ᵥ u)) (by rw [dotProduct_smul, hz, smul_zero])
  -- the zero mode is (u, i u)
  refine ⟨h, hh, 0, Sum.elim u (Complex.I • u),
    fun h0 => hu (funext fun i => congrFun h0 (Sum.inl i)), ?_, abs_zero.symm⟩
  rw [bdg_mulVec, mulVec_smul, mulVec_smul, hhu]
  ext (i | i)
  · simp
  · simp [← mul_assoc]
```

## Zero modes for invertible pairing

Suppose \(D\) is invertible and not sign-changing, and \((u,v)\) is a zero mode. The inequality at \(E=0\) gives \(q_D(u)+q_D(v)=0\). Both terms have the same sign, so both vanish. A semidefinite form vanishes only on the kernel, hence \(Du=Dv=0\) and \(u=v=0\), a contradiction. The converse is the construction above.

Invertibility, written `D.det ≠ 0`, is used only here. For singular \(D\), the choice \(h=0\) already has a zero mode, whatever the signs.

```lean
/-- For an invertible Hermitian pairing, some Hermitian normal-state Hamiltonian produces a
zero-energy level exactly when the pairing is sign-changing. -/
theorem gapless_iff_signChanging {D : Matrix n n ℂ} (hD : D.IsHermitian) (hdet : D.det ≠ 0) :
    0 ∈ disorderLevels D ↔ SignChanging D := by
  refine ⟨fun ⟨h, hh, E, ψ, h0, hE, hE0⟩ => ?_, fun hs => (gap_of_signChanging hD hs).1⟩
  by_contra hs
  obtain ⟨u, v, rfl⟩ : ∃ u v, ψ = Sum.elim u v :=
    ⟨ψ ∘ Sum.inl, ψ ∘ Sum.inr, (Sum.elim_comp_inl_inr ψ).symm⟩
  have hsum := pairing_le_energy hh hE
  rw [← hE0, zero_mul] at hsum
  have hsum0 := abs_eq_zero.mp (le_antisymm hsum (abs_nonneg _))
  -- a semidefinite form vanishes only on the kernel
  have key (A : Matrix n n ℂ) (hA : A.IsHermitian) (hp : ∀ x, 0 ≤ form A x) (x : n → ℂ)
      (hx : form A x = 0) : A *ᵥ x = 0 := by
    have hr (y : n → ℂ) : star y ⬝ᵥ A *ᵥ y = (form A y : ℂ) :=
      (Complex.conj_eq_iff_re.mp (hermitian_swap hA y y).symm).symm
    have hps : A.PosSemidef := PosSemidef.of_dotProduct_mulVec_nonneg hA fun y => by
      rw [hr]; exact Complex.zero_le_real.mpr (hp y)
    exact (hps.dotProduct_mulVec_zero_iff x).mp (by rw [hr, hx, Complex.ofReal_zero])
  have hker : D *ᵥ u = 0 ∧ D *ᵥ v = 0 := by
    by_cases hp : ∃ x, 0 < form D x
    · have hq (x : n → ℂ) : 0 ≤ form D x := not_lt.mp fun hx => hs ⟨hp, x, hx⟩
      exact ⟨key D hD hq u (by linarith [hq u, hq v]), key D hD hq v (by linarith [hq u, hq v])⟩
    · have hq (x : n → ℂ) : form D x ≤ 0 := not_lt.mp fun hx => hp ⟨x, hx⟩
      have hn (x : n → ℂ) : form (-D) x = -form D x := by simp [form, neg_mulVec]
      have hk (x : n → ℂ) (hx : form D x = 0) : D *ᵥ x = 0 := by
        have h1 := key (-D) hD.neg (fun y => by rw [hn]; linarith [hq y]) x (by rw [hn, hx, neg_zero])
        rwa [neg_mulVec, neg_eq_zero] at h1
      exact ⟨hk u (by linarith [hq u, hq v]), hk v (by linarith [hq u, hq v])⟩
  apply h0
  rw [eq_zero_of_mulVec_eq_zero hdet hker.1, eq_zero_of_mulVec_eq_zero hdet hker.2]
  ext (i | i) <;> rfl
```

The two-site example holds for every real \(\Delta\); the code omits the factor \(1/\sqrt2\).

```lean
/-- Two sites with pairing `Δ` and `-Δ` and real hopping `Δ` between them have a zero mode with
its particle part on the first site and its hole part on the second. -/
theorem two_site_zero_mode (Δ : ℝ) :
    bdg !![0, (Δ : ℂ); (Δ : ℂ), 0] !![(Δ : ℂ), 0; 0, -(Δ : ℂ)] *ᵥ
      Sum.elim ![1, 0] ![0, 1] = 0 := by
  rw [bdg_mulVec]
  ext (i | i) <;> fin_cases i <;> simp

end

end PairingGapDisorder
```

```lean
#print axioms PairingGapDisorder.gap_of_not_signChanging
-- 'PairingGapDisorder.gap_of_not_signChanging' depends on axioms: [propext, Classical.choice, Quot.sound]
#print axioms PairingGapDisorder.gapless_iff_signChanging
-- 'PairingGapDisorder.gapless_iff_signChanging' depends on axioms: [propext, Classical.choice, Quot.sound]
#print axioms PairingGapDisorder.two_site_zero_mode
-- 'PairingGapDisorder.two_site_zero_mode' depends on axioms: [propext, Classical.choice, Quot.sound]
```

## If only on-site potentials may vary

Disorder could also have been modelled by real diagonal \(h\) alone. One-sign pairing would keep the same minimum, since \(h=0\) is still allowed. The result for sign-changing pairing would fail: without hopping, the two sites above decouple, with levels \(\pm\sqrt{\varepsilon_j^2+\Delta^2}\) for on-site potentials \(\varepsilon_j\), and the gap never falls below \(\Delta\). In this example a zero mode needs hopping between the two sites, which carry opposite pairing signs.
